# Site sums of powers of a concentration wave: the character selection rule and the cubic sums on the fcc and bcc cubic cells

Take a cubic crystal with lattice parameter $d$ and write site positions as $\mathbf R = \tfrac d2\,(x,y,z)$ with integers $x,y,z$, reduced modulo 2 so that the cubic cell repeats periodically. The bcc cell has two sites, $(0,0,0)$ and $(1,1,1)$. The wave $u = a\,(-1)^x$ with amplitude $a$ takes the values $a$ and $-a$ on them, and the cubes cancel: $a^3 + (-a)^3 = 0$.

The fcc cell has four sites, $(0,0,0)$, $(0,1,1)$, $(1,0,1)$, $(1,1,0)$. The wave $u = a_0(-1)^x + a_1(-1)^y + a_2(-1)^z$ with amplitudes $a_0,a_1,a_2$ takes the values
$$a_0+a_1+a_2,\qquad a_0-a_1-a_2,\qquad -a_0+a_1-a_2,\qquad -a_0-a_1+a_2 .$$
In the sum of the four cubes, a term such as $a_0^3$ or $a_0a_1^2$ appears twice with each sign and cancels. The term $6a_0a_1a_2$ has the sign $(-1)^{x+y+z} = +1$ on all four sites and survives, so the sum is $24\,a_0a_1a_2$. A monomial survives the site sum when the product of its sign patterns is constant over the cell.

## The moment identity

Let the sites form a finite abelian group $G$ with $N$ elements, as the points of a Bravais lattice do under periodic boundary conditions. A character is a function $\chi: G\to\mathbb C$ with $\chi(0)=1$ and $\chi(r+s)=\chi(r)\chi(s)$; on a lattice these are the plane waves $e^{i\mathbf k\cdot\mathbf R}$ with wave vector $\mathbf k$ commensurate with the cell. Characters multiply site by site, and $1$ denotes the trivial character, equal to one everywhere. For a finite family of characters $\chi_k$ and complex amplitudes $a_k$, set $u(r)=\sum_k a_k\chi_k(r)$. Then for every integer $n\ge 0$
$$\sum_{r\in G} u(r)^n = N \sum_{\chi_{k_1}\cdots\chi_{k_n}=1} a_{k_1}\cdots a_{k_n},$$
where the sum on the right runs over ordered $n$-tuples of indices whose characters multiply to the trivial one. For $n=3$ this is $N$ times the sum of $a_ka_la_m$ over ordered triples with $\chi_k\chi_l\chi_m=1$. Two special cases follow.

1. If $\chi_0,\chi_1,\chi_2$ are nontrivial, satisfy $\chi_k^2=1$ and have $\chi_0\chi_1\chi_2=1$, then $\sum_r u^3 = 6N\,a_0a_1a_2$, or $6\,a_0a_1a_2$ per site.
2. If $\chi$ is nontrivial and $\chi^2=1$, then $\sum_r (a\chi(r))^n=0$ for every odd $n$.

In lattice terms, a product of characters is trivial when the wave vectors add up to a reciprocal lattice vector. The condition $\chi^2=1$ with $\chi \neq 1$ says that $2\mathbf k$ is a reciprocal lattice vector while $\mathbf k$ is not, so the wave takes only the values $\pm1$ and splits the sites into two sublattices. The characters $(-1)^x,(-1)^y,(-1)^z$ have $\mathbf k=\frac{2\pi}{d}(1,0,0)$ and its two cubic partners. Their sum $\frac{2\pi}{d}(1,1,1)$ lies in the reciprocal lattice of fcc. On bcc the three are the same character, and $\frac{2\pi}{d}(3,0,0)$ is not in the reciprocal lattice.

## Cubic coefficients in a mean-field ordering code

In the single-site mean-field model of a binary alloy on a rigid Bravais lattice with pair interactions, the occupation probability is $c(r)=\bar c+u(r)$ with mean concentration $\bar c$. The energy is quadratic in $u$, and the entropy contributes $k_BT\sum_r \phi(c(r))$ to the free energy, with $k_B$ Boltzmann's constant, $T$ the temperature and $\phi(c)=c\ln c+(1-c)\ln(1-c)$. The third-order term of the expansion in $u$ is
$$\frac{k_BT}{6}\,\phi'''(\bar c)\sum_r u(r)^3,\qquad \phi'''(\bar c)=\frac{2\bar c-1}{\bar c^{\,2}(1-\bar c)^2}.$$
A code that tabulates Landau coefficients in terms of the amplitudes $a_k$ for this model can replace each $\sum_r u^n$ by $N$ times the sum over tuples, and in Landau's theory a nonzero cubic term excludes a continuous transition. The theorems below supply the geometric factor $\sum_r u^3$ only; the prefactor is separate, and it vanishes at $\bar c=\tfrac12$.

The identity gives such a code a direct comparison between a real-space loop and a loop over wave-vector tuples. For $a_0=a_1=a_2=\tfrac14$ and $\bar c=\tfrac14$ on the fcc cell the occupations are $1,0,0,0$, the fully ordered L1$_2$ pattern, and both loops, the second multiplied by $N=4$, must return $\tfrac{27}{64}-\tfrac{3}{64}=\tfrac38$. For $a_1=a_2=0$, the layered L1$_0$ pattern, both must return zero. The tuple loop has to test the wave-vector sum against the reciprocal lattice of the actual Bravais lattice. Testing for a zero vector loses the fcc term. Testing modulo $\frac{2\pi}{d}\mathbb Z^3$, the reciprocal lattice of the cubic cell, accepts the bcc triple and returns $Na^3$ in place of zero.

## From orthogonality to the factor $6N$

Orthogonality comes first. Let $\psi$ be a character and $S=\sum_r\psi(r)$. If $\psi=1$ then $S=N$. Otherwise pick a site $s$ with $\psi(s)\ne1$. The shift $r\mapsto r+s$ permutes the sites, so $S=\sum_r\psi(r+s)=\psi(s)\,S$, and $S=0$.

Next expand the power at one site and collect amplitudes and characters:
$$u(r)^n=\sum_{k_1,\dots,k_n}\prod_{j=1}^n a_{k_j}\chi_{k_j}(r)=\sum_{k_1,\dots,k_n} a_{k_1}\cdots a_{k_n}\,(\chi_{k_1}\cdots\chi_{k_n})(r).$$
The product $\chi_{k_1}\cdots\chi_{k_n}$ is again a character. Summing over $r$ and exchanging the two finite sums leaves $\sum_r(\chi_{k_1}\cdots\chi_{k_n})(r)$ inside, which is $N$ or $0$. This is the identity.

For case 1, consider a triple $(k,l,m)$ of indices from $\{0,1,2\}$. If two indices agree, say $k=l$, then $\chi_k\chi_l\chi_m=\chi_k^2\chi_m=\chi_m\neq1$, and the triple drops out; this includes $k=l=m$. If all three differ, the product is a reordering of $\chi_0\chi_1\chi_2=1$. There are $3!=6$ such triples among the 27, each contributing $a_0a_1a_2$.

For case 2, write $n=2m+1$ with an integer $m\ge0$. Since $\chi(r)^2=1$, we have $(a\chi(r))^{2m+1}=a^{2m+1}\chi(r)$, and the site sum is $a^{2m+1}\sum_r\chi(r)=0$.

It remains to check the two cells. On fcc, $((-1)^x)^2=1$; each coordinate is odd on some site; and $(-1)^x(-1)^y(-1)^z=1$ because $x+y+z$ is even. On bcc, $(-1)^x=-1$ at the body centre.

## The Lean file

```lean
import Mathlib

open Finset

namespace ConcentrationWaves

noncomputable section

variable {G : Type*} [AddCommGroup G] [Fintype G] {ι : Type*} [Fintype ι]

/-- Concentration wave `u(r) = ∑ₖ aₖ χₖ(r)` with amplitudes `aₖ` and characters `χₖ` of the
group of sites. -/
def wave (a : ι → ℂ) (χ : ι → AddChar G ℂ) (r : G) : ℂ := ∑ k, a k * χ k r

open scoped Classical in
/-- The site sum of a character is the number of sites if it is trivial and zero otherwise. -/
theorem sum_char (ψ : AddChar G ℂ) :
    ∑ r, ψ r = if ψ = 1 then (Fintype.card G : ℂ) else 0 := by
  split_ifs with h
  · subst h
    simp
  · exact AddChar.sum_eq_zero_of_ne_one h

open scoped Classical in
/-- The site sum of `uⁿ` is `N` times the sum of the amplitude products over all `n`-tuples of
waves whose characters multiply to the trivial character. -/
theorem sum_wave_pow (a : ι → ℂ) (χ : ι → AddChar G ℂ) (n : ℕ) :
    ∑ r, wave a χ r ^ n = (Fintype.card G : ℂ) *
      ∑ p : Fin n → ι, if ∏ j, χ (p j) = 1 then ∏ j, a (p j) else 0 := by
  have hprod : ∀ (s : Finset (Fin n)) (f : Fin n → AddChar G ℂ) (r : G),
      (∏ j ∈ s, f j) r = ∏ j ∈ s, f j r := by
    intro s f r
    induction s using Finset.induction_on with
    | empty => simp
    | insert b s hb ih => rw [prod_insert hb, prod_insert hb, AddChar.mul_apply, ih]
  -- expand the power at each site
  have h : ∀ r, wave a χ r ^ n
      = ∑ p : Fin n → ι, (∏ j, a (p j)) * (∏ j, χ (p j)) r := by
    intro r
    unfold wave
    rw [Fintype.sum_pow]
    refine sum_congr rfl fun p _ => ?_
    rw [hprod, prod_mul_distrib]
  simp_rw [h]
  rw [Finset.sum_comm, Finset.mul_sum]
  refine sum_congr rfl fun p _ => ?_
  rw [← Finset.mul_sum, sum_char]
  split_ifs <;> ring

open scoped Classical in
/-- The site sum of `u³` is `N` times the sum of `aₖ aₗ aₘ` over the triples with
`χₖ χₗ χₘ` trivial. -/
theorem sum_wave_cube (a : ι → ℂ) (χ : ι → AddChar G ℂ) :
    ∑ r, wave a χ r ^ 3 = (Fintype.card G : ℂ) *
      ∑ k, ∑ l, ∑ m, if χ k * χ l * χ m = 1 then a k * a l * a m else 0 := by
  have h : ∀ r, wave a χ r ^ 3
      = ∑ k, ∑ l, ∑ m, a k * a l * a m * (χ k * χ l * χ m) r := by
    intro r
    have e : wave a χ r ^ 3
        = (∑ k, a k * χ k r) * ((∑ l, a l * χ l r) * (∑ m, a m * χ m r)) := by
      unfold wave
      ring
    rw [e, Finset.sum_mul]
    refine sum_congr rfl fun k _ => ?_
    rw [Finset.sum_mul, Finset.mul_sum]
    refine sum_congr rfl fun l _ => ?_
    rw [Finset.mul_sum, Finset.mul_sum]
    refine sum_congr rfl fun m _ => ?_
    simp only [AddChar.mul_apply]
    ring
  -- move the site sum inside and use orthogonality
  simp_rw [h]
  rw [Finset.sum_comm, Finset.mul_sum]
  refine sum_congr rfl fun k _ => ?_
  rw [Finset.sum_comm, Finset.mul_sum]
  refine sum_congr rfl fun l _ => ?_
  rw [Finset.sum_comm, Finset.mul_sum]
  refine sum_congr rfl fun m _ => ?_
  rw [← Finset.mul_sum, sum_char]
  split_ifs <;> ring

/-- For three nontrivial characters that square to one and have trivial product, the site sum
of `u³` is `6 N a₀ a₁ a₂`. -/
theorem sum_cube_three (a : Fin 3 → ℂ) (χ : Fin 3 → AddChar G ℂ)
    (hsq : ∀ k, χ k * χ k = 1) (hne : ∀ k, χ k ≠ 1) (hprod : χ 0 * χ 1 * χ 2 = 1) :
    ∑ r, wave a χ r ^ 3 = 6 * (Fintype.card G : ℂ) * (a 0 * a 1 * a 2) := by
  -- a triple has trivial product exactly when its three indices differ
  have key : ∀ k l m, χ k * χ l * χ m = 1 ↔ (k ≠ l ∧ l ≠ m ∧ k ≠ m) := by
    intro k l m
    constructor
    · intro h
      refine ⟨?_, ?_, ?_⟩
      · rintro rfl
        rw [hsq, one_mul] at h
        exact hne _ h
      · rintro rfl
        rw [mul_assoc, hsq, mul_one] at h
        exact hne _ h
      · rintro rfl
        rw [mul_right_comm, hsq, one_mul] at h
        exact hne _ h
    · rintro ⟨hkl, hlm, hkm⟩
      have hk : ∀ k : Fin 3, k = 0 ∨ k = 1 ∨ k = 2 := by decide
      rcases hk k with rfl | rfl | rfl <;> rcases hk l with rfl | rfl | rfl <;>
        rcases hk m with rfl | rfl | rfl <;>
        first
          | exact absurd rfl hkl
          | exact absurd rfl hlm
          | exact absurd rfl hkm
          | exact Eq.trans (by ac_rfl) hprod
  rw [sum_wave_cube]
  simp only [key]
  simp [Fin.sum_univ_three]
  ring

/-- For a single wave `a χ` whose character is nontrivial and squares to one, the site sum of
every odd power vanishes. -/
theorem sum_odd_pow_single (a : ℂ) (χ : AddChar G ℂ) (hsq : χ * χ = 1) (hne : χ ≠ 1)
    {n : ℕ} (hn : Odd n) : ∑ r, (a * χ r) ^ n = 0 := by
  obtain ⟨m, rfl⟩ := hn
  have h : ∀ r, (a * χ r) ^ (2 * m + 1) = a ^ (2 * m + 1) * χ r := by
    intro r
    have hs : χ r ^ 2 = 1 := by
      rw [pow_two, ← AddChar.mul_apply, hsq, AddChar.one_apply]
    rw [mul_pow, pow_succ (χ r), pow_mul (χ r), hs, one_pow, one_mul]
  simp_rw [h]
  rw [← Finset.mul_sum, AddChar.sum_eq_zero_of_ne_one hne, mul_zero]

/-- The fcc cell: triples `(x, y, z)` modulo 2 with even sum. -/
def fccCell : AddSubgroup (Fin 3 → ZMod 2) where
  carrier := {x | x 0 + x 1 + x 2 = 0}
  add_mem' := by
    intro a b ha hb
    have ha' : a 0 + a 1 + a 2 = 0 := ha
    have hb' : b 0 + b 1 + b 2 = 0 := hb
    show (a 0 + b 0) + (a 1 + b 1) + (a 2 + b 2) = 0
    linear_combination ha' + hb'
  zero_mem' := by
    show (0 : ZMod 2) + 0 + 0 = 0
    simp
  neg_mem' := by
    intro a ha
    have ha' : a 0 + a 1 + a 2 = 0 := ha
    show -(a 0) + -(a 1) + -(a 2) = 0
    linear_combination (-1 : ZMod 2) * ha'

/-- The bcc cell: triples `(x, y, z)` modulo 2 with all coordinates of equal parity. -/
def bccCell : AddSubgroup (Fin 3 → ZMod 2) where
  carrier := {x | x 0 = x 1 ∧ x 1 = x 2}
  add_mem' := fun ha hb => ⟨congrArg₂ (· + ·) ha.1 hb.1, congrArg₂ (· + ·) ha.2 hb.2⟩
  zero_mem' := ⟨rfl, rfl⟩
  neg_mem' := fun ha => ⟨congrArg Neg.neg ha.1, congrArg Neg.neg ha.2⟩

/-- Membership in the fcc cell is decidable. -/
instance : DecidablePred (· ∈ fccCell) :=
  fun x => inferInstanceAs (Decidable (x 0 + x 1 + x 2 = 0))

/-- Membership in the bcc cell is decidable. -/
instance : DecidablePred (· ∈ bccCell) :=
  fun x => inferInstanceAs (Decidable (x 0 = x 1 ∧ x 1 = x 2))

/-- The character `(-1)^{xⱼ}` of the `j`-th coordinate on a subgroup `H` of `(Z₂)³`. -/
def parityChar (H : AddSubgroup (Fin 3 → ZMod 2)) (j : Fin 3) : AddChar H ℂ where
  toFun r := (-1) ^ (r.1 j).val
  map_zero_eq_one' := by simp
  map_add_eq_mul' := by
    intro r s
    have key : ∀ x y : ZMod 2, (-1 : ℤ) ^ (x + y).val = (-1) ^ x.val * (-1) ^ y.val := by
      decide
    have h := congrArg (Int.cast : ℤ → ℂ) (key (r.1 j) (s.1 j))
    push_cast at h
    exact h

/-- On the fcc cell `(-1)^x, (-1)^y, (-1)^z` square to one, are nontrivial and have trivial
product. -/
theorem fcc_witness :
    (∀ j, parityChar fccCell j * parityChar fccCell j = 1) ∧ (∀ j, parityChar fccCell j ≠ 1) ∧
      parityChar fccCell 0 * parityChar fccCell 1 * parityChar fccCell 2 = 1 := by
  refine ⟨fun j => DFunLike.ext _ _ fun r => ?_, fun j h => ?_, DFunLike.ext _ _ fun r => ?_⟩
  · rw [AddChar.mul_apply, AddChar.one_apply]
    show (-1 : ℂ) ^ (r.1 j).val * (-1) ^ (r.1 j).val = 1
    rw [← mul_pow]
    simp
  · -- a site of the cell with odd `j`-th coordinate
    have hv : ∀ j : Fin 3, ∃ v : Fin 3 → ZMod 2, v 0 + v 1 + v 2 = 0 ∧ (v j).val = 1 := by
      intro j
      refine ⟨fun i => if i = j + 1 then 0 else 1, ?_⟩
      revert j
      decide
    obtain ⟨v, hv1, hv2⟩ := hv j
    have h1 := (DFunLike.congr_fun h (⟨v, hv1⟩ : fccCell)).trans (AddChar.one_apply _)
    have h2 : (-1 : ℂ) ^ (v j).val = 1 := h1
    rw [hv2] at h2
    norm_num at h2
  · have key : ∀ x y z : ZMod 2, x + y + z = 0 →
        (-1 : ℤ) ^ x.val * (-1) ^ y.val * (-1) ^ z.val = 1 := by decide
    have h := congrArg (Int.cast : ℤ → ℂ) (key (r.1 0) (r.1 1) (r.1 2) r.2)
    push_cast at h
    rw [AddChar.mul_apply, AddChar.mul_apply, AddChar.one_apply]
    exact h

/-- The fcc cell has `N = 4` sites, and for `u = a₀ (-1)^x + a₁ (-1)^y + a₂ (-1)^z` the site
sum of `u³` is `6 N a₀ a₁ a₂`. -/
theorem fcc_cube (a : Fin 3 → ℂ) :
    Fintype.card fccCell = 4 ∧ ∑ r, wave a (parityChar fccCell) r ^ 3
      = 6 * (Fintype.card fccCell : ℂ) * (a 0 * a 1 * a 2) :=
  ⟨by decide,
    sum_cube_three a _ fcc_witness.1 fcc_witness.2.1 fcc_witness.2.2⟩

/-- On the bcc cell `(-1)^x` squares to one and is nontrivial. -/
theorem bcc_witness :
    parityChar bccCell 0 * parityChar bccCell 0 = 1 ∧ parityChar bccCell 0 ≠ 1 := by
  refine ⟨DFunLike.ext _ _ fun r => ?_, fun h => ?_⟩
  · rw [AddChar.mul_apply, AddChar.one_apply]
    show (-1 : ℂ) ^ (r.1 0).val * (-1) ^ (r.1 0).val = 1
    rw [← mul_pow]
    simp
  · -- evaluate at the body centre
    have h1 := (DFunLike.congr_fun h (⟨fun _ => 1, ⟨rfl, rfl⟩⟩ : bccCell)).trans
      (AddChar.one_apply _)
    have h2 : (-1 : ℂ) ^ (1 : ZMod 2).val = 1 := h1
    have hv : (1 : ZMod 2).val = 1 := by decide
    rw [hv] at h2
    norm_num at h2

/-- On the bcc cell the site sum of `u³` vanishes for `u = a (-1)^x`. -/
theorem bcc_cube (a : ℂ) : ∑ r, (a * parityChar bccCell 0 r) ^ 3 = 0 :=
  sum_odd_pow_single a _ bcc_witness.1 bcc_witness.2 ⟨1, rfl⟩

end

end ConcentrationWaves
```

```lean
#print axioms ConcentrationWaves.sum_wave_pow
#print axioms ConcentrationWaves.fcc_cube
#print axioms ConcentrationWaves.bcc_cube
```

```
'ConcentrationWaves.sum_wave_pow' depends on axioms: [propext, Classical.choice, Quot.sound]
'ConcentrationWaves.fcc_cube' depends on axioms: [propext, Classical.choice, Quot.sound]
'ConcentrationWaves.bcc_cube' depends on axioms: [propext, Classical.choice, Quot.sound]
```

## Sites, characters and amplitudes in Lean

The site group is a type `G` with `AddCommGroup G`, and $N$ is `Fintype.card G`. A character is a term of `AddChar G ℂ`; in that type `*` is the site-by-site product and `1` is the trivial character. The index set of the waves is any finite type `ι`, and `wave a χ r` is $u(r)$. An ordered $n$-tuple is a function `p : Fin n → ι`, with positions counted from $0$, and the restriction to trivial products is written as an `if` that returns zero for the other tuples.

`sum_wave_pow` is the identity for all $n$, and `sum_wave_cube` is its cubic form as a triple sum. Neither places a condition on the family: characters may repeat, and the trivial character may be included, so $c(r)$ itself is a `wave` with $\bar c$ as one amplitude. At $n=0$ both sides equal $N$, since the one empty tuple has trivial product. In `sum_cube_three` the hypotheses `hsq`, `hne` and `hprod` are $\chi_k^2=1$, $\chi_k\neq1$ and $\chi_0\chi_1\chi_2=1$. In `sum_odd_pow_single` the hypotheses `hsq` and `hne` have the same meaning for one character, and `hn` says that $n$ is odd.

The cells are subgroups of `Fin 3 → ZMod 2`, with coordinates `0`, `1`, `2` for $x,y,z$. `fccCell` imposes `x 0 + x 1 + x 2 = 0` modulo 2 and `bccCell` imposes `x 0 = x 1 ∧ x 1 = x 2`. `parityChar H j` raises $-1$ to the representative $0$ or $1$ of coordinate `j`. `fcc_cube` states both $N=4$ and $\sum_r u^3=6N a_0a_1a_2$; `bcc_cube` states $\sum_r (a(-1)^x)^3=0$.

## How the tactics follow the derivation

`sum_char` splits on whether $\psi=1$ and takes the nontrivial case from Mathlib's `AddChar.sum_eq_zero_of_ne_one`. In `sum_wave_pow`, an induction first shows that a finite product of characters evaluates to the product of values; `Fintype.sum_pow` then expands the power into tuples, `Finset.sum_comm` exchanges the sums, and `sum_char` evaluates the inner one. `sum_wave_cube` is proved separately by the same route, with three nested expansions and three exchanges.

In `sum_cube_three`, the statement `key` is the counting step: the product is trivial exactly when `k ≠ l ∧ l ≠ m ∧ k ≠ m`. One direction cancels the repeated pair with `hsq` and contradicts `hne`. The other runs through all 27 triples, discards those with a repeated index, and reduces the remaining six to `hprod` by reordering with `ac_rfl`. Substituting `key` into `sum_wave_cube` and writing out the sums leaves six equal terms for `ring`. `sum_odd_pow_single` writes $n=2m+1$, reduces the power with `hs : χ r ^ 2 = 1`, and applies orthogonality.

`fcc_witness` and `bcc_witness` verify the hypotheses on the two cells. The sign identity for the fcc product is checked by `decide` over all residues as a statement about integers and then cast to $\mathbb C$. Nontriviality on fcc is shown at the site with $0$ in coordinate $j+1$ modulo 3 and $1$ in the other two, and on bcc at $(1,1,1)$. `fcc_cube` and `bcc_cube` feed these facts into the special cases.

## Range of validity

The equalities are exact in complex arithmetic and carry no rounding estimate. The power is $u^3$ with no complex conjugation, and no theorem requires $u$ to be real or $c(r)$ to lie in $[0,1]$; for $\pm1$ characters real amplitudes give a real wave. The sites must form a group, so a structure with several sites per primitive cell, such as hcp, is not of this form as a whole. The general statements and the two special cases hold for any finite abelian group, but their hypotheses are verified only on the two cubic cells; a larger supercell needs its own group and its own check of `hsq`, `hne` and `hprod`. The bcc statement concerns the single character $(-1)^x$ and says nothing about other ordering waves on that lattice. The free-energy expansion, Landau's argument about the order of the transition, the translation into wave vectors and the two examples that follow are ordinary reasoning around the theorems and are not in the file.

## Two cells where a hypothesis fails

Without `hprod`, the value $6Na_0a_1a_2$ is wrong. On the bcc cell, with $N=2$, the three characters $(-1)^x,(-1)^y,(-1)^z$ are nontrivial and square to one, but they coincide, and their product is $-1$ at the body centre. The wave takes the values $\pm(a_0+a_1+a_2)$, so $\sum_r u^3=0$, whereas the formula would give $12\,a_0a_1a_2$.

Without `hsq`, a single nontrivial character can have a nonzero cubic sum. On a ring of three sites $r=0,1,2$, let $\chi(r)=e^{2\pi i r/3}$. Then $\chi^3=1$ and $\sum_r(a\chi(r))^3=3a^3$. The real wave $u=2a\cos(2\pi r/3)$, made of $\chi$ and its complex conjugate with equal real amplitudes $a$, has values $2a,-a,-a$ and $\sum_r u^3=6a^3$, in agreement with the general identity, in which the two triples with three equal indices survive.
